# Mean passage time of a reversible nearest-neighbour chain as a discrete Kramers sum

The sites are 0, …, N, and time is counted in steps. P_ij is the probability of hopping from i to j in one step, r_k = P_(k,k+1) is the upward hopping probability, and w_i is a positive weight. The weights need not be normalised: the stationary probabilities are π_i = w_i / Σ_j w_j, and the common factor cancels in every ratio below.

```lean
import Mathlib

open Finset

namespace DiscreteKramers

noncomputable section
```

In Lean, P and w are real functions on all natural numbers, but the hypotheses constrain them only up to N. The index set `range (N + 1)` is 0, …, N.

The structure below requires rows that sum to one, no hop longer than one site, r_k > 0 for k < N, and detailed balance, w_i P_ij = w_j P_ji. Detailed balance is assumed; physically, it says that no net probability current flows across any bond in equilibrium. Staying put is allowed.

```lean
/-- A stochastic matrix `P` on the sites `0, ..., N` with hops between neighbours only,
positive upward hops, and detailed balance with positive weights `w`. -/
structure NearestNeighbourChain (N : ℕ) (P : ℕ → ℕ → ℝ) (w : ℕ → ℝ) : Prop where
  nonneg : ∀ i ≤ N, ∀ j ≤ N, 0 ≤ P i j
  row_sum : ∀ i ≤ N, ∑ j ∈ range (N + 1), P i j = 1
  nearest : ∀ i ≤ N, ∀ j ≤ N, (i + 1 < j ∨ j + 1 < i) → P i j = 0
  up_pos : ∀ k < N, 0 < P k (k + 1)
  weight_pos : ∀ i ≤ N, 0 < w i
  balance : ∀ i ≤ N, ∀ j ≤ N, w i * P i j = w j * P j i
```

The matrix P describes the chain before any absorption. Making N absorbing inside P, by setting P_(N,N−1) = 0, would violate detailed balance on the last bond, where w_(N−1) r_(N−1) > 0. Absorption enters through the boundary condition instead.

The average of a function f after one step is

(Pf)(i) = Σ_j P_ij f(j).

```lean
/-- The expected value `(P f)(i)` of `f` after one step from site `i`. -/
def average (N : ℕ) (P : ℕ → ℕ → ℝ) (f : ℕ → ℝ) (i : ℕ) : ℝ :=
  ∑ j ∈ range (N + 1), P i j * f j
```

The mean passage time h(i) from site i to site N vanishes at i = N. From any other site, one step is spent and the remaining time is averaged over the destination:

h(N) = 0, h(i) = 1 + (Ph)(i) for i < N.

These equations serve as the definition of h; no probability space of trajectories is constructed.

```lean
/-- The first-step equations for the mean time to reach site `N`. -/
def IsPassageTime (N : ℕ) (P : ℕ → ℕ → ℝ) (h : ℕ → ℝ) : Prop :=
  h N = 0 ∧ ∀ i < N, h i = 1 + average N P h i
```

Write W_k = w_0 + … + w_k for the accumulated weight. The proposed solution is

K(i) = Σ_(k=i)^(N−1) W_k / (w_k r_k).

The inner sum starts at 0 even when the walker starts at i > 0, because the walker may wander to the left before it reaches N. Starting it at i gives too small a value whenever 0 < i < N.

```lean
/-- The Kramers double sum for the passage from site `i` to site `N`. -/
def kramersSum (N : ℕ) (P : ℕ → ℕ → ℝ) (w : ℕ → ℝ) (i : ℕ) : ℝ :=
  ∑ k ∈ Ico i N, (∑ j ∈ range (k + 1), w j) / (w k * P k (k + 1))
```

The dynamics enters through the survival probability S_t(i), the probability that a walker started at i has not visited N up to time t. It obeys

S_0(i) = 1 and S_(t+1)(i) = (P S_t)(i) for i < N, with S_t(N) = 0.

```lean
/-- The probability that the chain started at `i` has not visited `N` up to time `t`,
computed by the recursion with site `N` absorbing. -/
def survival (N : ℕ) (P : ℕ → ℕ → ℝ) : ℕ → ℕ → ℝ
  | 0 => fun i => if i < N then 1 else 0
  | t + 1 => fun i => if i < N then average N P (survival N P t) i else 0
```

## One bond carries the whole current

Since row i sums to one, f(i) = Σ_j P_ij f(i), and therefore

f(i) − (Pf)(i) = Σ_j P_ij (f(i) − f(j)).

```lean
variable {N : ℕ} {P : ℕ → ℕ → ℝ} {w : ℕ → ℝ}

/-- The expected one-step decrease of `f` is the sum of its differences weighted by the
hopping probabilities. -/
theorem sub_average (hP : NearestNeighbourChain N P w) (f : ℕ → ℝ) {i : ℕ} (hi : i ≤ N) :
    f i - average N P f i = ∑ j ∈ range (N + 1), P i j * (f i - f j) := by
  simp only [average, mul_sub, sum_sub_distrib, ← sum_mul, hP.row_sum i hi, one_mul]
```

Multiply by w_i and sum over the sites 0, …, k, with k < N. The result is

Σ_(i≤k) w_i (f(i) − (Pf)(i)) = w_k r_k (f(k) − f(k+1)).

For k = 0 the only neighbour is site 1, so this is the previous identity times w_0. Passing from k to k+1 adds the two terms

w_(k+1) P_(k+1,k) (f(k+1) − f(k)) + w_(k+1) r_(k+1) (f(k+1) − f(k+2)).

By detailed balance, the first equals −w_k r_k (f(k) − f(k+1)) and cancels the sum accumulated so far. The second is the current through the new boundary bond.

The Lean proof is the same induction. `sum_eq_single` and `sum_eq_add` reduce a row to its neighbours, and the final `linear_combination` inserts detailed balance on the inner bond.

```lean
/-- The weighted decrease of `f` summed over the sites `0, ..., k` equals the current through
the single bond from `k` to `k + 1`. -/
theorem cumulative_flux (hP : NearestNeighbourChain N P w) (f : ℕ → ℝ) {k : ℕ} (hk : k < N) :
    ∑ i ∈ range (k + 1), w i * (f i - average N P f i)
      = w k * P k (k + 1) * (f k - f (k + 1)) := by
  induction k with
  | zero =>
    have e : ∑ j ∈ range (N + 1), P 0 j * (f 0 - f j) = P 0 (0 + 1) * (f 0 - f (0 + 1)) := by
      apply sum_eq_single (0 + 1)
      · intro j hj hne
        have hj' := mem_range.mp hj
        by_cases h0 : j = 0
        · rw [h0, sub_self, mul_zero]
        · rw [hP.nearest 0 (by omega) j (by omega) (by omega), zero_mul]
      · intro hn
        exact absurd (mem_range.mpr (by omega)) hn
    rw [sum_range_succ, sum_range_zero, sub_average hP f (Nat.zero_le N), e]
    ring
  | succ k ih =>
    have e : ∑ j ∈ range (N + 1), P (k + 1) j * (f (k + 1) - f j)
        = P (k + 1) k * (f (k + 1) - f k)
          + P (k + 1) (k + 1 + 1) * (f (k + 1) - f (k + 1 + 1)) := by
      apply sum_eq_add k (k + 1 + 1) (by omega)
      · intro j hj hne
        have hj' := mem_range.mp hj
        by_cases h0 : j = k + 1
        · rw [h0, sub_self, mul_zero]
        · rw [hP.nearest (k + 1) (by omega) j (by omega) (by omega), zero_mul]
      · intro hn
        exact absurd (mem_range.mpr (by omega)) hn
      · intro hn
        exact absurd (mem_range.mpr (by omega)) hn
    rw [sum_range_succ, ih (by omega), sub_average hP f hk.le, e]
    -- detailed balance cancels the current through the inner bond
    linear_combination (f k - f (k + 1)) * hP.balance k (by omega) (k + 1) (by omega)
```

## From the current to the passage time

For a passage time, h(i) − (Ph)(i) = 1 at every i < N, so the left side of the current identity is W_k. Dividing by w_k r_k > 0 gives

h(k) − h(k+1) = W_k / (w_k r_k).

Summing over k from i to N−1 telescopes to h(i) − h(N) = h(i), which is K(i). In the proof, `step` is the difference formula and `telescope` is the summation.

```lean
/-- Every solution of the first-step equations is given by the Kramers sum, from any
starting site. -/
theorem passageTime_eq (hP : NearestNeighbourChain N P w) {h : ℕ → ℝ}
    (hh : IsPassageTime N P h) {i : ℕ} (hi : i ≤ N) : h i = kramersSum N P w i := by
  have step : ∀ k ∈ Ico i N,
      (∑ j ∈ range (k + 1), w j) / (w k * P k (k + 1)) = h k - h (k + 1) := by
    intro k hk
    have hkN := (mem_Ico.mp hk).2
    have hpos := mul_pos (hP.weight_pos k hkN.le) (hP.up_pos k hkN)
    have e : ∑ j ∈ range (k + 1), w j * (h j - average N P h j) = ∑ j ∈ range (k + 1), w j := by
      refine sum_congr rfl fun j hj => ?_
      have hj' := mem_range.mp hj
      linear_combination w j * hh.2 j (by omega)
    rw [div_eq_iff hpos.ne', ← e, cumulative_flux hP h hkN]
    ring
  have telescope : ∀ n, i ≤ n → ∑ k ∈ Ico i n, (h k - h (k + 1)) = h i - h n := by
    intro n hn
    induction n, hn using Nat.le_induction with
    | base => simp
    | succ n hn ih =>
      rw [sum_Ico_succ_top hn, ih]
      ring
  unfold kramersSum
  rw [sum_congr rfl step, telescope N hi, hh.1, sub_zero]
```

At i = 0 this becomes

h(0) = Σ_(k<N) (Σ_(j≤k) w_j) / (w_k r_k).

For N = 0 the sum is empty and h(0) = 0. The name Kramers usually refers to an escape rate over a high barrier, with a prefactor that depends on the friction and on the curvatures of the potential. The formula here is an exact finite sum that takes no high-barrier or continuum limit.

In code, one pass over the sites with a running total for W_k evaluates it, and solving the tridiagonal first-step equations provides an independent check.

```lean
/-- Discrete Kramers formula: the mean passage time from site `0` to site `N` is the double sum in
which each bond `k < N` contributes the total weight of the sites `0, ..., k` divided by `w k * P k
(k + 1)`. -/
theorem kramers_formula (hP : NearestNeighbourChain N P w) {h : ℕ → ℝ}
    (hh : IsPassageTime N P h) :
    h 0 = ∑ k ∈ range N, (∑ j ∈ range (k + 1), w j) / (w k * P k (k + 1)) := by
  rw [passageTime_eq hP hh (Nat.zero_le N)]
  simp only [kramersSum, range_eq_Ico]
```

## The sum solves the equations

So far, any solution must equal K. Conversely, K(N) = 0 because the sum is empty, and K(k) − K(k+1) = W_k / (w_k r_k) by construction. The current identity with f = K then reads

Σ_(j≤k) w_j (K(j) − (PK)(j)) = W_k.

Taking this at k = i and subtracting the same identity for the sites below i leaves

w_i (K(i) − (PK)(i) − 1) = 0.

Since w_i > 0, the first-step equation holds at i. Lean calls the cumulative identity `cum` and its version for the sites below i `prev`, which is an empty sum when i = 0.

```lean
/-- The Kramers sum solves the first-step equations. -/
theorem kramersSum_isPassageTime (hP : NearestNeighbourChain N P w) :
    IsPassageTime N P (kramersSum N P w) := by
  have cum : ∀ k < N, ∑ i ∈ range (k + 1),
      w i * (kramersSum N P w i - average N P (kramersSum N P w) i)
        = ∑ i ∈ range (k + 1), w i := by
    intro k hk
    have hpos := mul_pos (hP.weight_pos k hk.le) (hP.up_pos k hk)
    have e : kramersSum N P w k - kramersSum N P w (k + 1)
        = (∑ j ∈ range (k + 1), w j) / (w k * P k (k + 1)) := by
      unfold kramersSum
      rw [sum_eq_sum_Ico_succ_bot hk, add_sub_cancel_right]
    rw [cumulative_flux hP _ hk, e, mul_comm]
    exact ((div_eq_iff hpos.ne').mp rfl).symm
  refine ⟨by simp [kramersSum], fun i hi => ?_⟩
  -- subtract the cumulative identities of neighbouring sites
  have prev : ∑ j ∈ range i, w j * (kramersSum N P w j - average N P (kramersSum N P w) j)
      = ∑ j ∈ range i, w j := by
    cases i with
    | zero => simp
    | succ m => exact cum m (by omega)
  have c := cum i hi
  rw [sum_range_succ, sum_range_succ] at c
  have z : w i * (kramersSum N P w i - average N P (kramersSum N P w) i - 1) = 0 := by
    linear_combination c - prev
  rcases mul_eq_zero.mp z with h0 | h0
  · exact absurd h0 (hP.weight_pos i hi.le).ne'
  · linarith
```

## Survival summed over time

Survival probabilities are nonnegative, by induction on t: each step averages nonnegative numbers with nonnegative coefficients.

```lean
/-- Survival probabilities are nonnegative. -/
theorem survival_nonneg (hP : NearestNeighbourChain N P w) (t i : ℕ) :
    0 ≤ survival N P t i := by
  induction t generalizing i with
  | zero =>
    simp only [survival]
    split_ifs <;> norm_num
  | succ t ih =>
    simp only [survival, average]
    split_ifs with h
    · exact sum_nonneg fun j hj =>
        mul_nonneg (hP.nonneg i h.le j (mem_range_succ_iff.mp hj)) (ih j)
    · exact le_rfl
```

Let A_n(i) = S_0(i) + … + S_(n−1)(i). Then A_0 = 0 ≤ K. If A_n ≤ K on all sites, then for i < N

A_(n+1)(i) = 1 + (P A_n)(i) ≤ 1 + (PK)(i) = K(i),

while at N both sides vanish. Adding up the survival probabilities of the first n times and dropping the rest therefore never overestimates the mean passage time.

```lean
/-- The survival probabilities summed over the first `n` times never exceed the Kramers sum. -/
theorem survival_sum_le (hP : NearestNeighbourChain N P w) (n : ℕ) {i : ℕ} (hi : i ≤ N) :
    ∑ t ∈ range n, survival N P t i ≤ kramersSum N P w i := by
  have pos : ∀ i, 0 ≤ kramersSum N P w i := fun i => sum_nonneg fun k hk => by
    have hk' := (mem_Ico.mp hk).2
    refine div_nonneg (sum_nonneg fun j hj => ?_)
      (mul_pos (hP.weight_pos k hk'.le) (hP.up_pos k hk')).le
    have hj' := mem_range.mp hj
    exact (hP.weight_pos j (by omega)).le
  induction n generalizing i with
  | zero => simpa using pos i
  | succ n ih =>
    rcases hi.lt_or_eq with h | h
    · have e : ∑ t ∈ range n, survival N P (t + 1) i
          = ∑ j ∈ range (N + 1), P i j * ∑ t ∈ range n, survival N P t j := by
        simp only [survival, if_pos h, average, mul_sum]
        exact sum_comm
      have e0 : survival N P 0 i = 1 := by simp [survival, h]
      have le : ∑ j ∈ range (N + 1), P i j * ∑ t ∈ range n, survival N P t j
          ≤ average N P (kramersSum N P w) i :=
        sum_le_sum fun j hj => mul_le_mul_of_nonneg_left (ih (mem_range_succ_iff.mp hj))
          (hP.nonneg i hi j (mem_range_succ_iff.mp hj))
      rw [sum_range_succ', e, e0, (kramersSum_isPassageTime hP).2 i h]
      linarith
    · have z : ∀ t, survival N P t i = 0 := fun t => by cases t <;> simp [survival, h]
      simpa only [z, sum_const_zero] using pos i
```

Nonnegative terms with bounded partial sums converge. Let L(i) be the total over all t. Separating the term t = 0 and exchanging the time sum with the finite sum over sites gives

L(N) = 0, L(i) = 1 + (PL)(i) for i < N.

So L is a passage time, and by uniqueness L = K. In Lean, `HasSum` states that the series converges and that its value is K(i). This ties h to the dynamics, because the mean of a nonnegative integer time T is the sum over t ≥ 0 of the probability that T > t.

```lean
/-- The survival probability summed over all times converges to the Kramers sum. -/
theorem hasSum_survival (hP : NearestNeighbourChain N P w) {i : ℕ} (hi : i ≤ N) :
    HasSum (fun t => survival N P t i) (kramersSum N P w i) := by
  have hs : ∀ j ≤ N, Summable (fun t => survival N P t j) := fun j hj =>
    summable_of_sum_range_le (fun t => survival_nonneg hP t j) (fun n => survival_sum_le hP n hj)
  -- the total survival time obeys the first-step equations
  have hL : IsPassageTime N P (fun j => ∑' t, survival N P t j) := by
    refine ⟨?_, fun j hj => ?_⟩
    · have z : ∀ t, survival N P t N = 0 := fun t => by cases t <;> simp [survival]
      simp only [z, tsum_zero]
    · have h1 : HasSum (fun t => survival N P (t + 1) j)
          (average N P (fun l => ∑' t, survival N P t l) j) := by
        simp only [survival, if_pos hj, average]
        exact hasSum_sum fun l hl => (hs l (mem_range_succ_iff.mp hl)).hasSum.mul_left (P j l)
      have h2 : ∑' t, survival N P t j
          = survival N P 0 j + ∑' t, survival N P (t + 1) j := (hs j hj.le).tsum_eq_zero_add
      have e0 : survival N P 0 j = 1 := by simp [survival, hj]
      rw [h1.tsum_eq, e0] at h2
      exact h2
  have e : ∑' t, survival N P t i = kramersSum N P w i := passageTime_eq hP hL hi
  rw [← e]
  exact (hs i hi).hasSum
```

## A lower bound of Arrhenius form

Now let w_i = exp(−βE_i), where E_i is the energy of site i and β is the inverse of the thermal energy (Boltzmann's constant times the temperature), and take j ≤ k < N. All terms of the Kramers sum are nonnegative, so keep only bond k, and of W_k keep only w_j. Since r_k ≤ 1,

h(0) ≥ w_j / (w_k r_k) ≥ w_j / w_k = exp(β(E_k − E_j)).

The two uses of `single_le_sum` on the weights and on the bonds discard the other terms, and `r1` is the bound r_k ≤ 1.

For a Metropolis walk with nearest-neighbour moves on a finite one-dimensional energy profile, this bounds from below the mean number of steps needed to cross a barrier. It gives no matching upper bound and no rate prefactor. The Arrhenius factor named in the Lean comment is the one for a time, exp(β(E_k − E_j)); the usual factor in a rate is its inverse.

```lean
/-- For Boltzmann weights, the mean passage time from `0` to `N` is at least the Arrhenius factor
of any climb from a site `j` to a site `k` with `j ≤ k < N`. -/
theorem arrhenius_lower_bound {β : ℝ} {E : ℕ → ℝ}
    (hP : NearestNeighbourChain N P (fun i => Real.exp (-(β * E i)))) {h : ℕ → ℝ}
    (hh : IsPassageTime N P h) {j k : ℕ} (hjk : j ≤ k) (hk : k < N) :
    Real.exp (β * (E k - E j)) ≤ h 0 := by
  have r1 : P k (k + 1) ≤ 1 := by
    rw [← hP.row_sum k hk.le]
    exact single_le_sum (f := fun l => P k l)
      (fun l hl => hP.nonneg k hk.le l (mem_range_succ_iff.mp hl)) (mem_range.mpr (by omega))
  have wj : Real.exp (-(β * E j)) ≤ ∑ l ∈ range (k + 1), Real.exp (-(β * E l)) :=
    single_le_sum (f := fun l => Real.exp (-(β * E l)))
      (fun l _ => (Real.exp_pos _).le) (mem_range.mpr (by omega))
  have ex : Real.exp (β * (E k - E j)) * Real.exp (-(β * E k)) = Real.exp (-(β * E j)) := by
    rw [← Real.exp_add]
    congr 1
    ring
  rw [kramers_formula hP hh]
  -- keep only the bond `k` of the outer sum
  refine le_trans ?_ (single_le_sum (f := fun k => (∑ l ∈ range (k + 1),
    Real.exp (-(β * E l))) / (Real.exp (-(β * E k)) * P k (k + 1))) (fun l hl => ?_)
    (mem_range.mpr hk))
  · show _ ≤ _ / _
    rw [le_div_iff₀ (mul_pos (Real.exp_pos _) (hP.up_pos k hk)), ← mul_assoc, ex]
    exact (mul_le_of_le_one_right (Real.exp_pos _).le r1).trans wj
  · exact div_nonneg (sum_nonneg fun _ _ => (Real.exp_pos _).le)
      (mul_pos (Real.exp_pos _) (hP.up_pos l (mem_range.mp hl))).le
```

## Three sites with unequal weights

Take N = 2. The middle site sends the walker to either side with probability 1/2, and the end sites always send it back to the middle. The weights 1, 2, 1, normalised to 1/4, 1/2, 1/4, satisfy detailed balance. Lean verifies the conditions entry by entry, so the hypotheses are satisfiable.

The Kramers sum gives

h(0) = 1/(1·1) + (1+2)/(2·½) = 4, h(1) = 3,

in agreement with h(0) = 1 + h(1) and h(1) = 1 + h(0)/2. Starting the inner sum at site 1 would have given h(1) = 2.

```lean
/-- The walk on three sites that leaves the middle site to either side with probability `1/2` and
always returns from the ends, with weights `1, 2, 1`, is a nearest-neighbour chain. -/
theorem nearestNeighbourChain_witness :
    NearestNeighbourChain 2
      (fun i j => if i = 1 then (if j = 1 then 0 else 1 / 2) else (if j = 1 then 1 else 0))
      (fun i => if i = 1 then 2 else 1) where
  nonneg := by
    intro i hi j hj
    interval_cases i <;> interval_cases j <;> norm_num
  row_sum := by
    intro i hi
    interval_cases i <;> norm_num [sum_range_succ]
  nearest := by
    intro i hi j hj
    interval_cases i <;> interval_cases j <;> norm_num
  up_pos := by
    intro k hk
    interval_cases k <;> norm_num
  weight_pos := by
    intro i hi
    interval_cases i <;> norm_num
  balance := by
    intro i hi j hj
    interval_cases i <;> interval_cases j <;> norm_num

end

end DiscreteKramers
```

```lean
#print axioms DiscreteKramers.kramersSum_isPassageTime
#print axioms DiscreteKramers.hasSum_survival
#print axioms DiscreteKramers.arrhenius_lower_bound
```

```
'DiscreteKramers.kramersSum_isPassageTime' depends on axioms: [propext, Classical.choice, Quot.sound]
'DiscreteKramers.hasSum_survival' depends on axioms: [propext, Classical.choice, Quot.sound]
'DiscreteKramers.arrhenius_lower_bound' depends on axioms: [propext, Classical.choice, Quot.sound]
```
